# Minimising the weighted squared jump on a finite network with nonnegative conductances

A jump network has a finite set V of sites and a finite set E of directed edges. Edge e runs from its source s(e) to its target t(e), and carries a real conductance c_e and a real number d_e, the jump vector projected on a fixed direction. Parallel edges and loops are allowed, and the network need not be connected. In Lean these data are the fields `src`, `tgt`, `cond` and `jump`.

```lean
import Mathlib

open Matrix

noncomputable section

namespace LatticeDiffusion

/-- A directed multigraph of jumps: each edge has a source site, a target site, a conductance
and a jump length projected on a fixed direction. -/
structure JumpNetwork (V E : Type*) where
  src : E → V
  tgt : E → V
  cond : E → ℝ
  jump : E → ℝ
```

For a walker on a periodic crystal, V is the set of sites in one cell, and an edge may lead into the next cell. Each bond is listed once, in either direction: reversing an edge together with the sign of d_e leaves the Laplacian, the bias and Q, all defined below, unchanged. The conductance is the equilibrium probability of a site times the jump rate out of it along the bond. Detailed balance makes this the same from both ends.

A site function y assigns a real number y_v to each site. Its difference along an edge is

(∇y)_e = y_t(e) − y_s(e).

```lean
variable {V E : Type*} [Fintype V] [Fintype E] [DecidableEq V] (N : JumpNetwork V E)

/-- The difference of a site function along an edge, target minus source. -/
def JumpNetwork.grad (y : V → ℝ) (e : E) : ℝ := y (N.tgt e) - y (N.src e)
```

A current f on the edges has a net inflow at each site, counted positive at targets and negative at sources. With [P] equal to 1 if P holds and 0 otherwise,

(inflow f)_v = Σ_e f_e ([t(e) = v] − [s(e) = v]).

```lean
/-- The net inflow at each site of a current carried by the edges. -/
def JumpNetwork.inflow (f : E → ℝ) (v : V) : ℝ :=
  ∑ e, f e * ((if N.tgt e = v then 1 else 0) - (if N.src e = v then 1 else 0))
```

The Laplacian L and the bias b are the inflows of two currents, c_e (∇y)_e and c_e d_e. With this sign convention L has nonnegative diagonal entries when all c_e ≥ 0.

```lean
/-- The weighted graph Laplacian acting on site functions. -/
def JumpNetwork.laplacian (y : V → ℝ) : V → ℝ :=
  N.inflow (fun e => N.cond e * N.grad y e)

/-- The bias: the net inflow at each site of conductance times projected jump. -/
def JumpNetwork.bias : V → ℝ := N.inflow (fun e => N.cond e * N.jump e)
```

The quantity to be minimised over y is

Q(y) = Σ_e c_e (d_e + y_t(e) − y_s(e))².

```lean
/-- The conductance-weighted sum of squared jumps, after each site is shifted by `y`. -/
def JumpNetwork.Q (y : V → ℝ) : ℝ :=
  ∑ e, N.cond e * (N.jump e + y (N.tgt e) - y (N.src e)) ^ 2
```

If the site probabilities in the cell sum to one, the minimum of Q is the diffusion coefficient along the chosen direction (averaged over the starting site with these probabilities, if some sites cannot be reached from others), and Q(0) is the value that uncorrelated jumps would give. This identification is physical input; the theorems concern the minimisation. For non-interacting walkers in a finite periodic cell, it replaces the sampling of long trajectories by one linear system.

Below, ⟨x,y⟩ = Σ_v x_v y_v, written `⬝ᵥ` in Lean.

## (a) Summation by parts

Show that for every site function y and every current f

⟨y, inflow f⟩ = Σ_e f_e (∇y)_e.

**Solution.** Insert the definition of the inflow and exchange the two sums. The factor multiplying f_e is

Σ_v y_v ([t(e) = v] − [s(e) = v]) = y_t(e) − y_s(e) = (∇y)_e.

In the proof `Finset.sum_comm` exchanges the sums, and `h` evaluates the sum over an indicator.

```lean
/-- Summation by parts: pairing a site function with an inflow equals pairing its edge
differences with the current. -/
theorem JumpNetwork.dotProduct_inflow (y : V → ℝ) (f : E → ℝ) :
    y ⬝ᵥ N.inflow f = ∑ e, f e * N.grad y e := by
  have h : ∀ w, ∑ v, y v * (if w = v then (1 : ℝ) else 0) = y w := by
    intro w
    simp
  simp only [dotProduct, inflow, grad, Finset.mul_sum]
  rw [Finset.sum_comm]
  refine Finset.sum_congr rfl fun e _ => ?_
  calc _ = f e * (∑ v, y v * (if N.tgt e = v then (1 : ℝ) else 0)
        - ∑ v, y v * (if N.src e = v then (1 : ℝ) else 0)) := by
        rw [← Finset.sum_sub_distrib, Finset.mul_sum]
        exact Finset.sum_congr rfl fun v _ => by ring
    _ = _ := by rw [h, h]
```

## (b) Expansion about any site function

Show that for all y and z

Q(y + z) = Q(y) + 2⟨z, Ly + b⟩ + ⟨z, Lz⟩.

**Solution.** Expand the square on each edge:

c_e (d_e + (∇y)_e + (∇z)_e)² = c_e (d_e + (∇y)_e)² + 2 c_e (d_e + (∇y)_e)(∇z)_e + c_e (∇z)_e².

Now sum over e. The first terms give Q(y). By (a), the second give 2⟨z, b + Ly⟩ and the third ⟨z, Lz⟩. Lean applies (a) first and then compares the sums edge by edge with `ring`. The sign of c_e plays no role.

```lean
/-- The exact second-order expansion of `Q` about an arbitrary site function `y`. -/
theorem JumpNetwork.Q_add (y z : V → ℝ) :
    N.Q (y + z) = N.Q y + 2 * (z ⬝ᵥ (N.laplacian y + N.bias)) + z ⬝ᵥ N.laplacian z := by
  simp only [dotProduct_add, laplacian, bias, dotProduct_inflow]
  rw [← Finset.sum_add_distrib, Finset.mul_sum]
  simp only [Q, ← Finset.sum_add_distrib]
  refine Finset.sum_congr rfl fun e _ => ?_
  simp only [grad, Pi.add_apply]
  ring
```

## (c) Expansion about zero

Deduce that

Q(y) = Q(0) + 2⟨b, y⟩ + ⟨y, Ly⟩.

**Solution.** In (b) take 0 as the base point and y as the shift. Since L0 = 0 (`h0`), the linear term is 2⟨y, b⟩ = 2⟨b, y⟩.

```lean
/-- The expansion of `Q` about zero: a constant, a bias term and a Laplacian term. -/
theorem JumpNetwork.Q_expansion (y : V → ℝ) :
    N.Q y = N.Q 0 + 2 * (N.bias ⬝ᵥ y) + y ⬝ᵥ N.laplacian y := by
  have h0 : N.laplacian 0 = 0 := by
    funext v
    simp [laplacian, inflow, grad]
  have h := N.Q_add 0 y
  rw [zero_add, h0, zero_add, dotProduct_comm y N.bias] at h
  exact h
```

## (d) Sign of the quadratic form

From here on let c_e ≥ 0 for every edge, the hypothesis `hc`. Physically, probabilities and rates are not negative. Show that

⟨z, Lz⟩ ≥ 0, and ⟨z, Lz⟩ = 0 implies Lz = 0.

**Solution.** By (a),

⟨z, Lz⟩ = Σ_e c_e (∇z)_e²,

a sum of nonnegative terms. If it vanishes, each term vanishes, and so

(c_e (∇z)_e)² = c_e · c_e (∇z)_e² = 0.

Every edge current c_e (∇z)_e is therefore zero, and so is its inflow Lz. In Lean, `hs` is the sum of squares and `hg` the vanishing current.

```lean
/-- For nonnegative conductances the quadratic form of the Laplacian is nonnegative, and it
vanishes only on site functions that the Laplacian sends to zero. -/
theorem JumpNetwork.laplacian_nonneg (hc : ∀ e, 0 ≤ N.cond e) (z : V → ℝ) :
    0 ≤ z ⬝ᵥ N.laplacian z ∧ (z ⬝ᵥ N.laplacian z = 0 → N.laplacian z = 0) := by
  have hs : z ⬝ᵥ N.laplacian z = ∑ e, N.cond e * N.grad z e ^ 2 := by
    rw [laplacian, dotProduct_inflow]
    exact Finset.sum_congr rfl fun e _ => by ring
  have hp : ∀ e ∈ Finset.univ, 0 ≤ N.cond e * N.grad z e ^ 2 :=
    fun e _ => mul_nonneg (hc e) (sq_nonneg _)
  rw [hs]
  refine ⟨Finset.sum_nonneg hp, fun h => ?_⟩
  have h' := (Finset.sum_eq_zero_iff_of_nonneg hp).1 h
  funext v
  simp only [laplacian, inflow, Pi.zero_apply]
  refine Finset.sum_eq_zero fun e he => ?_
  -- every edge current vanishes
  have hg : N.cond e * N.grad z e = 0 := by
    have h2 : (N.cond e * N.grad z e) ^ 2 = 0 := by
      linear_combination N.cond e * h' e he
    exact pow_eq_zero_iff (two_ne_zero) |>.1 h2
  rw [hg, zero_mul]
```

## (e) Solvability

Show that there is a site function y with

Ly = −b.

**Solution.** Let A send y to the edge vector with entries √c_e (∇y)_e, and let p have entries −√c_e d_e. Project p orthogonally onto the range of A, and write the projection as Ay. The residual p − Ay is orthogonal to Az for every z:

0 = Σ_e √c_e (∇z)_e (−√c_e d_e − √c_e (∇y)_e) = −Σ_e c_e (d_e + (∇y)_e)(∇z)_e = −⟨z, Ly + b⟩,

the last step by (a). Choosing z = Ly + b gives a vanishing sum of squares, so Ly + b = 0.

Lean builds the same map `A`, takes the projection from `exists_orthogonal`, and records the orthogonality as `key`. The hypothesis enters through √c_e · √c_e = c_e, named `s`.

```lean
/-- For nonnegative conductances the equation `L y = -b` has a solution. -/
theorem JumpNetwork.exists_solution (hc : ∀ e, 0 ≤ N.cond e) :
    ∃ y, N.laplacian y = -N.bias := by
  let A : (V → ℝ) →ₗ[ℝ] EuclideanSpace ℝ E :=
    { toFun := fun y => WithLp.toLp 2 (fun e => √(N.cond e) * N.grad y e)
      map_add' := by
        intro x y
        ext e
        simp [grad]
        ring
      map_smul' := by
        intro r y
        ext e
        simp [grad]
        ring }
  -- project the weighted jumps onto the weighted gradients
  obtain ⟨w, ⟨y, rfl⟩, hy⟩ := Submodule.HasOrthogonalProjection.exists_orthogonal
    (K := LinearMap.range A) (WithLp.toLp 2 (fun e => -(√(N.cond e) * N.jump e)))
  have key : ∀ z, z ⬝ᵥ (N.laplacian y + N.bias) = 0 := by
    intro z
    have h := (Submodule.mem_orthogonal _ _).1 hy (A z) ⟨z, rfl⟩
    rw [PiLp.inner_apply] at h
    simp only [dotProduct_add, laplacian, bias, dotProduct_inflow]
    rw [← Finset.sum_add_distrib, ← neg_eq_zero, ← Finset.sum_neg_distrib, ← h]
    refine Finset.sum_congr rfl fun e _ => ?_
    have s := Real.mul_self_sqrt (hc e)
    change _ = inner ℝ (√(N.cond e) * N.grad z e)
      (-(√(N.cond e) * N.jump e) - √(N.cond e) * N.grad y e)
    simp only [RCLike.inner_apply, conj_trivial]
    linear_combination (N.jump e + N.grad y e) * N.grad z e * s
  exact ⟨y, eq_neg_of_add_eq_zero_left (dotProduct_self_eq_zero.1 (key _))⟩
```

## (f) Characterisation of the minimisers

Show that

Q(y) ≤ Q(z) for all z ⇔ Ly = −b.

**Solution.** If x solves Lx = −b, the linear term in (b) is absent, so for every z

Q(z) = Q(x) + ⟨z − x, L(z − x)⟩.

By (d) this is at least Q(x), so every solution is a minimiser. Conversely, let y be a minimiser and take a solution x from (e). Then Q(y) ≤ Q(x) forces ⟨y − x, L(y − x)⟩ = 0. By (d), L(y − x) = 0, hence Ly = Lx = −b.

The displayed identity is `ex` in the proof, `hz` is L(y − x) = 0, and `l` is the additivity of L.

```lean
/-- For nonnegative conductances a site function minimises `Q` exactly when it solves `L y = -b`. -/
theorem JumpNetwork.minimizer_iff (hc : ∀ e, 0 ≤ N.cond e) (y : V → ℝ) :
    (∀ z, N.Q y ≤ N.Q z) ↔ N.laplacian y = -N.bias := by
  -- about a solution the linear term of the expansion is absent
  have ex : ∀ x z, N.laplacian x = -N.bias →
      N.Q z = N.Q x + (z - x) ⬝ᵥ N.laplacian (z - x) := by
    intro x z hx
    have e := N.Q_add x (z - x)
    rw [add_sub_cancel, hx, neg_add_cancel, dotProduct_zero] at e
    linarith
  constructor
  · intro h
    obtain ⟨x, hx⟩ := N.exists_solution hc
    have nn := N.laplacian_nonneg hc (y - x)
    have hz := nn.2 (by linarith [ex x y hx, h x, nn.1])
    have l : N.laplacian y = N.laplacian x + N.laplacian (y - x) := by
      funext v
      simp only [laplacian, inflow, grad, Pi.add_apply, Pi.sub_apply,
        ← Finset.sum_add_distrib]
      exact Finset.sum_congr rfl fun e _ => by ring
    rw [l, hz, add_zero, hx]
  · intro h z
    linarith [ex y z h, (N.laplacian_nonneg hc (z - y)).1]
```

## (g) The minimum value

Show that Ly = −b is solvable and that every solution y satisfies

min Q = Q(0) − ⟨y, Ly⟩ ≤ Q(0).

**Solution.** Part (e) gives a solution. For any solution, ⟨b, y⟩ = −⟨y, Ly⟩, so (c) becomes

Q(y) = Q(0) − 2⟨y, Ly⟩ + ⟨y, Ly⟩ = Q(0) − ⟨y, Ly⟩.

By (f) this is the minimum, and by (d) it is at most Q(0).

In Lean, `IsLeast (Set.range N.Q) m` says that m is a value of Q and that no value of Q is smaller. The step `hv` is the computation above.

```lean
/-- For nonnegative conductances `L y = -b` is solvable, and for each solution the minimum of `Q` is
`Q 0 - ⟨y, L y⟩`, which is at most `Q 0`. -/
theorem JumpNetwork.variational_principle (hc : ∀ e, 0 ≤ N.cond e) :
    (∃ y, N.laplacian y = -N.bias) ∧
    ∀ y, N.laplacian y = -N.bias →
      IsLeast (Set.range N.Q) (N.Q 0 - y ⬝ᵥ N.laplacian y) ∧
      N.Q 0 - y ⬝ᵥ N.laplacian y ≤ N.Q 0 := by
  refine ⟨N.exists_solution hc, fun y h => ?_⟩
  have hb : y ⬝ᵥ N.laplacian y = -(N.bias ⬝ᵥ y) := by
    rw [h, dotProduct_neg, dotProduct_comm]
  have hv : N.Q y = N.Q 0 - y ⬝ᵥ N.laplacian y := by
    linarith [N.Q_expansion y]
  refine ⟨⟨⟨y, hv⟩, ?_⟩, by linarith [(N.laplacian_nonneg hc y).1]⟩
  rintro _ ⟨z, rfl⟩
  rw [← hv]
  exact (N.minimizer_iff hc y).2 h z
```

With a negative conductance the equation can be unsolvable and Q can lack a minimum. Take sites 0 and 1 and two parallel edges from 0 to 1, with conductances 1 and −1 and jumps 1 and 0. The two contributions to L cancel, so L = 0, while b₀ = −1 and b₁ = 1. Thus Ly = −b has no solution. With u = y₁ − y₀,

Q(y) = (1 + u)² − u² = 1 + 2u,

which has no minimum.

## (h) When Q(0) is already the minimum

Show that

min Q = Q(0) ⇔ b = 0.

**Solution.** The left side says that y = 0 is a minimiser. By (f) this means L0 = −b, that is, b = 0. For the walker, the sum of rate times projected jump over all jumps out of a site is then zero at every site of positive probability. Lean specialises `minimizer_iff` to 0 and translates `IsLeast` into the inequality for all z.

```lean
/-- For nonnegative conductances `Q 0` is the minimum of `Q` exactly when the bias vanishes at every
site. -/
theorem JumpNetwork.no_reduction_iff (hc : ∀ e, 0 ≤ N.cond e) :
    IsLeast (Set.range N.Q) (N.Q 0) ↔ N.bias = 0 := by
  have h0 : N.laplacian 0 = 0 := by
    funext v
    simp [laplacian, inflow, grad]
  have h := N.minimizer_iff hc 0
  rw [h0, zero_eq_neg] at h
  rw [← h]
  constructor
  · intro hl z
    exact hl.2 ⟨z, rfl⟩
  · intro hl
    refine ⟨⟨0, rfl⟩, ?_⟩
    rintro _ ⟨z, rfl⟩
    exact hl z
```

## (i) Two bonds in series

A periodic chain has sites 0 and 1 in its cell. One bond runs from 0 to 1 with projected length a₁ and resistance r₁ > 0. The other runs from 1 to site 0 of the next cell, with a₂ and r₂ > 0. The conductances are 1/r₁ and 1/r₂. Show that

min Q = (a₁ + a₂)² / (r₁ + r₂).

**Solution.** Put u₁ = a₁ + y₁ − y₀ and u₂ = a₂ + y₀ − y₁. Their sum is a₁ + a₂ for every y, and

u₁²/r₁ + u₂²/r₂ − (u₁ + u₂)²/(r₁ + r₂) = (r₂u₁ − r₁u₂)² / (r₁r₂(r₁ + r₂)) ≥ 0.

Equality holds for r₂u₁ = r₁u₂, for instance at

y₀ = 0, y₁ = (r₁a₂ − r₂a₁)/(r₁ + r₂).

The resistances add, as for resistors in series.

The network is encoded by listing sources, targets, conductances and jumps:

```lean
/-- A periodic chain with two sites per cell, bond conductances `1 / r₁`, `1 / r₂` and projected
bond lengths `a₁`, `a₂`. -/
def twoSiteChain (r₁ r₂ a₁ a₂ : ℝ) : JumpNetwork (Fin 2) (Fin 2) :=
  ⟨![0, 1], ![1, 0], ![1 / r₁, 1 / r₂], ![a₁, a₂]⟩
```

The proof is direct and doesn't use (g). It supplies the minimiser above, and `key` is the identity with the square.

```lean
/-- For the two-site chain with positive bond resistances the minimum of `Q` is the square of the
projected cell length `a₁ + a₂` divided by the sum of the two bond resistances. -/
theorem twoSiteChain_min (r₁ r₂ a₁ a₂ : ℝ) (h₁ : 0 < r₁) (h₂ : 0 < r₂) :
    IsLeast (Set.range (twoSiteChain r₁ r₂ a₁ a₂).Q) ((a₁ + a₂) ^ 2 / (r₁ + r₂)) := by
  have hr : r₁ + r₂ ≠ 0 := by positivity
  have hQ : ∀ y, (twoSiteChain r₁ r₂ a₁ a₂).Q y =
      1 / r₁ * (a₁ + y 1 - y 0) ^ 2 + 1 / r₂ * (a₂ + y 0 - y 1) ^ 2 := by
    intro y
    simp [JumpNetwork.Q, twoSiteChain, Fin.sum_univ_two]
  constructor
  · refine ⟨![0, (r₁ * a₂ - r₂ * a₁) / (r₁ + r₂)], ?_⟩
    rw [hQ]
    change 1 / r₁ * (a₁ + (r₁ * a₂ - r₂ * a₁) / (r₁ + r₂) - 0) ^ 2
      + 1 / r₂ * (a₂ + 0 - (r₁ * a₂ - r₂ * a₁) / (r₁ + r₂)) ^ 2 = _
    field_simp
    ring
  · rintro _ ⟨y, rfl⟩
    rw [hQ]
    -- the excess over the minimum is a square
    have key : 1 / r₁ * (a₁ + y 1 - y 0) ^ 2 + 1 / r₂ * (a₂ + y 0 - y 1) ^ 2
        - (a₁ + a₂) ^ 2 / (r₁ + r₂)
        = (r₂ * (a₁ + y 1 - y 0) - r₁ * (a₂ + y 0 - y 1)) ^ 2
          / (r₁ * r₂ * (r₁ + r₂)) := by
      field_simp
      ring
    have hn : 0 ≤ (r₂ * (a₁ + y 1 - y 0) - r₁ * (a₂ + y 0 - y 1)) ^ 2
        / (r₁ * r₂ * (r₁ + r₂)) := by positivity
    linarith

end LatticeDiffusion
```

```lean
#print axioms LatticeDiffusion.JumpNetwork.minimizer_iff
#print axioms LatticeDiffusion.JumpNetwork.variational_principle
#print axioms LatticeDiffusion.JumpNetwork.no_reduction_iff
#print axioms LatticeDiffusion.twoSiteChain_min
```

```
'LatticeDiffusion.JumpNetwork.minimizer_iff' depends on axioms: [propext, Classical.choice, Quot.sound]
'LatticeDiffusion.JumpNetwork.variational_principle' depends on axioms: [propext, Classical.choice, Quot.sound]
'LatticeDiffusion.JumpNetwork.no_reduction_iff' depends on axioms: [propext, Classical.choice, Quot.sound]
'LatticeDiffusion.twoSiteChain_min' depends on axioms: [propext, Classical.choice, Quot.sound]
```
